# Raising the ground state of a Hermitian matrix by a penalty $c$ makes $\min(E_0+c,\,E_1)$ the lowest eigenvalue

Take a two-level system with $H=\mathrm{diag}(E_0,E_1)$, $E_0\le E_1$, and ground state $u=(1,0)$. Adding $c$ times the projector on $u$ gives

$$H+c\,uu^*=\begin{pmatrix}E_0+c&0\\0&E_1\end{pmatrix},$$

whose lowest eigenvalue is $\min(E_0+c,E_1)$. As $c$ grows from zero, the lowest level rises with it until it reaches $E_1$, and there it stays. The constant $c$ is an energy cost for overlap with the state already found.

If $E_0=E_1$, the ground state may equally be $u=(1,1)/\sqrt2$, which is neither of the two basis states. The penalty then raises $u$ to $E_0+c$ and leaves $(1,-1)/\sqrt2$ at $E_0$, so the formula still holds. Both features carry over to any finite dimension of at least two.

## From two levels to any finite number

Let $H$ be Hermitian with orthonormal eigenvectors $\psi_j$ and eigenvalues $E_j$, and write $\langle x,y\rangle=x^*y$. Let $u$ be a unit vector with $Hu=E_a u$, and let $b\ne a$ be an index with $E_b\le E_j$ for every $j\neq a$. Then for every real $c$ the lowest eigenvalue of $H+c\,uu^*$ is $\min(E_a+c,E_b)$. If $a$ labels a ground level, $E_a$ and $E_b$ are the $E_0$ and $E_1$ of the title, counted with multiplicity.

**The penalised spectrum.** Suppose $v\ne0$ satisfies

$$Hv+c\langle u,v\rangle u=\mu v .$$

Take the inner product with $u$. Since $H$ is Hermitian, $\langle u,Hv\rangle=E_a\langle u,v\rangle$, and therefore

$$(\mu-E_a-c)\,\langle u,v\rangle=0 .$$

Either $\mu=E_a+c$, or $\langle u,v\rangle=0$ and the first equation reduces to $Hv=\mu v$. Conversely, $u$ is an eigenvector at $E_a+c$, and every eigenvector of $H$ orthogonal to $u$ keeps its energy. The penalised levels are thus $E_a+c$ together with the levels of $H$ that have an eigenvector orthogonal to $u$.

**The level $E_b$ has an eigenvector orthogonal to $u$.** If $\langle u,\psi_b\rangle=0$, take $\psi_b$. Otherwise $E_a=E_b$, because eigenvectors at different energies are orthogonal. Then

$$w=\langle u,\psi_b\rangle\psi_a-\langle u,\psi_a\rangle\psi_b$$

is an eigenvector at $E_b$ with $\langle u,w\rangle=0$. It is nonzero because its coefficient along $\psi_a$ is nonzero. Its squared norm is $|\langle u,\psi_a\rangle|^2+|\langle u,\psi_b\rangle|^2$, and dividing by the norm gives a physical state.

**No lower level has one.** Suppose $v\neq0$, $\langle u,v\rangle=0$ and $Hv=\mu v$ with $\mu<E_b$. For $j\ne a$ we have $E_j\ge E_b>\mu$, so $\langle\psi_j,v\rangle=0$. Hence $v=\langle\psi_a,v\rangle\psi_a$ with a nonzero coefficient, which gives $E_a=\mu$ and $\langle u,\psi_a\rangle=0$. For $j\neq a$ we now have $E_j>\mu=E_a$, so $\langle u,\psi_j\rangle=0$ as well. Then $u$ is orthogonal to the whole basis, which contradicts $\langle u,u\rangle=1$.

The lowest penalised level is therefore the smaller of $E_a+c$ and $E_b$. It equals $E_b$ exactly when $c\ge E_b-E_a$.

## Levels and the penalty in Lean

The states are complex vectors indexed by a finite type `n`.

```lean
import Mathlib

open Matrix
open scoped ComplexOrder

namespace PenaltyDeflation

noncomputable section

variable {n : Type*} [Fintype n]
```

An energy level is a real number with a nonzero eigenvector. The penalised matrix is Hermitian too, so restricting to real numbers loses no eigenvalue.

```lean
/-- The energy levels of `A`: real numbers that have a nonzero eigenvector. -/
def levels (A : Matrix n n ℂ) : Set ℝ :=
  {μ | ∃ v : n → ℂ, v ≠ 0 ∧ A *ᵥ v = (μ : ℂ) • v}
```

The second set keeps only levels with an eigenvector orthogonal to `u`. The expression `star u ⬝ᵥ v` is $\langle u,v\rangle$, conjugate-linear in its first argument.

```lean
/-- The energy levels of `H` that have a nonzero eigenvector orthogonal to `u`. -/
def orthLevels (H : Matrix n n ℂ) (u : n → ℂ) : Set ℝ :=
  {μ | ∃ v : n → ℂ, v ≠ 0 ∧ star u ⬝ᵥ v = 0 ∧ H *ᵥ v = (μ : ℂ) • v}
```

The matrix `vecMulVec u (star u)` is the outer product $uu^*$, which is the projector on $u$ once $u$ is normalised.

```lean
/-- The penalised Hamiltonian `H + c u u*`. -/
def penalized (H : Matrix n n ℂ) (u : n → ℂ) (c : ℝ) : Matrix n n ℂ :=
  H + (c : ℂ) • vecMulVec u (star u)
```

## Projecting the eigenvalue equation on $u$

The first lemma computes the action of the penalised matrix on a vector.

```lean
/-- The penalty adds to `H v` the vector `u` weighted by `c` times the overlap of `u` and `v`. -/
theorem penalized_mulVec (H : Matrix n n ℂ) (u v : n → ℂ) (c : ℝ) :
    penalized H u c *ᵥ v = H *ᵥ v + ((c : ℂ) * (star u ⬝ᵥ v)) • u := by
  have h : vecMulVec u (star u) *ᵥ v = (star u ⬝ᵥ v) • u := by
    ext i
    simp only [mulVec, dotProduct, vecMulVec_apply, Pi.smul_apply, smul_eq_mul, Finset.sum_mul]
    apply Finset.sum_congr rfl
    intro j _
    ring
  rw [penalized, add_mulVec, smul_mulVec, h, smul_smul]
```

Next comes $\langle u,Hv\rangle=E\langle u,v\rangle$, obtained by taking the adjoint of $Hu=Eu$. Hermiticity and the reality of $E$ both enter here.

```lean
/-- A Hermitian `H` acts to the left on an eigenvector `u` by its real eigenvalue. -/
theorem overlap_mulVec {H : Matrix n n ℂ} (hH : H.IsHermitian) {u : n → ℂ} {E : ℝ}
    (hu : H *ᵥ u = (E : ℂ) • u) (v : n → ℂ) :
    star u ⬝ᵥ (H *ᵥ v) = (E : ℂ) * (star u ⬝ᵥ v) := by
  have h := congrArg star hu
  rw [star_mulVec, hH.eq, star_smul, Complex.star_def, Complex.conj_ofReal] at h
  rw [dotProduct_mulVec, h, smul_dotProduct, smul_eq_mul]
```

Applied to a second eigenvector, this gives $(E-F)\langle x,y\rangle=0$, and hence orthogonality when $E\neq F$.

```lean
/-- Eigenvectors of a Hermitian matrix at different energies are orthogonal. -/
theorem eigen_orthogonal {H : Matrix n n ℂ} (hH : H.IsHermitian) {x y : n → ℂ} {E F : ℝ}
    (hx : H *ᵥ x = (E : ℂ) • x) (hy : H *ᵥ y = (F : ℂ) • y) (hne : E ≠ F) :
    star x ⬝ᵥ y = 0 := by
  have h := overlap_mulVec hH hx y
  rw [hy, dotProduct_smul, smul_eq_mul] at h
  have h2 : ((E : ℂ) - F) * (star x ⬝ᵥ y) = 0 := by linear_combination -h
  exact (mul_eq_zero.mp h2).resolve_left
    (fun h3 => hne (by exact_mod_cast sub_eq_zero.mp h3))
```

The projection argument now follows the derivation closely: `h1` is the projected equation, `h2` its factored form, and `h3` the conclusion $\langle u,v\rangle=0$.

```lean
/-- An eigenvector of the penalised Hamiltonian at an energy other than `E + c` is orthogonal
to `u` and is an eigenvector of `H` at the same energy. -/
theorem penalized_eigenvector {H : Matrix n n ℂ} (hH : H.IsHermitian) {u v : n → ℂ}
    {E c μ : ℝ} (hu : star u ⬝ᵥ u = 1) (hHu : H *ᵥ u = (E : ℂ) • u)
    (hv : penalized H u c *ᵥ v = (μ : ℂ) • v) (hμ : μ ≠ E + c) :
    star u ⬝ᵥ v = 0 ∧ H *ᵥ v = (μ : ℂ) • v := by
  rw [penalized_mulVec] at hv
  -- project the eigenvalue equation on `u`
  have h1 := congrArg (fun w => star u ⬝ᵥ w) hv
  simp only [dotProduct_add, dotProduct_smul, smul_eq_mul, hu, overlap_mulVec hH hHu v] at h1
  have h2 : ((μ : ℂ) - (E + c)) * (star u ⬝ᵥ v) = 0 := by linear_combination -h1
  have h3 := (mul_eq_zero.mp h2).resolve_left
    (fun h => hμ (by exact_mod_cast sub_eq_zero.mp h))
  rw [h3, mul_zero, zero_smul, add_zero] at hv
  exact ⟨h3, hv⟩
```

The spectrum is then an equality of sets, in which `insert` adds the shifted level. The forward direction splits on whether $\mu=E+c$; the reverse direction exhibits the eigenvectors.

```lean
/-- The penalised spectrum consists of the shifted level `E + c` and the levels of `H`
with an eigenvector orthogonal to `u`. -/
theorem levels_penalized {H : Matrix n n ℂ} (hH : H.IsHermitian) {u : n → ℂ} {E : ℝ}
    (hu : star u ⬝ᵥ u = 1) (hHu : H *ᵥ u = (E : ℂ) • u) (c : ℝ) :
    levels (penalized H u c) = insert (E + c) (orthLevels H u) := by
  ext μ
  constructor
  · rintro ⟨v, hv, h⟩
    by_cases hμ : μ = E + c
    · exact Or.inl hμ
    · exact Or.inr ⟨v, hv, penalized_eigenvector hH hu hHu h hμ⟩
  · rintro (rfl | ⟨v, hv, h0, h⟩)
    · refine ⟨u, ?_, ?_⟩
      · rintro rfl
        simp at hu
      · rw [penalized_mulVec, hHu, hu]
        push_cast
        module
    · refine ⟨v, hv, ?_⟩
      rw [penalized_mulVec, h0, mul_zero, zero_smul, add_zero, h]
```

## The lowest level orthogonal to $u$

The function `hH.eigenvalues` assigns an eigenvalue to each index, so a degenerate level appears once for each of its dimensions. With at least two indices, expressed by `Nontrivial n`, one can choose a ground index `a` and then a minimiser `b` among the others.

```lean
variable [DecidableEq n]

/-- In dimension at least two there are a ground level `a` and a first excited level `b`,
counted with multiplicity. -/
theorem exists_ground_and_excited [Nontrivial n] {H : Matrix n n ℂ} (hH : H.IsHermitian) :
    ∃ a b, a ≠ b ∧ (∀ j, hH.eigenvalues a ≤ hH.eigenvalues j) ∧
      ∀ j, j ≠ a → hH.eigenvalues b ≤ hH.eigenvalues j := by
  obtain ⟨a, ha⟩ := Finite.exists_min hH.eigenvalues
  obtain ⟨k, hk⟩ := exists_ne a
  obtain ⟨b, hb, hmin⟩ := Finset.exists_min_image (Finset.univ.erase a) hH.eigenvalues
    ⟨k, Finset.mem_erase.mpr ⟨hk, Finset.mem_univ k⟩⟩
  exact ⟨a, b, (Finset.ne_of_mem_erase hb).symm, ha,
    fun j hj => hmin j (Finset.mem_erase.mpr ⟨hj, Finset.mem_univ j⟩)⟩
```

The next theorem needs only that `b` is lowest among the indices other than `a`; `a` itself may be an excited level. The vector `u` may be any unit vector in the eigenspace at $E_a$, not necessarily the basis vector with index `a`.

`IsLeast` says that a number belongs to a set and is a lower bound for it, and the proof has these two halves. The first uses $\psi_b$, or the combination $w$ in the degenerate case. The second assumes a level $\mu<E_b$. There `hz` removes every component of $v$ except the one along $\psi_a$, and `single` is the completeness relation `parseval` reduced to that one term. The facts `hEa` and `hua` are $E_a=\mu$ and $\langle u,\psi_a\rangle=0$, and `h0` is the contradiction with normalisation.

```lean
/-- If `u` is a unit eigenvector at level `a`, the lowest level of `H` orthogonal to `u` is the
lowest of the eigenvalues other than the one indexed by `a`. -/
theorem isLeast_orthLevels {H : Matrix n n ℂ} (hH : H.IsHermitian) {a b : n} (hab : a ≠ b)
    (hb : ∀ j, j ≠ a → hH.eigenvalues b ≤ hH.eigenvalues j) {u : n → ℂ}
    (hu : star u ⬝ᵥ u = 1) (hHu : H *ᵥ u = (hH.eigenvalues a : ℂ) • u) :
    IsLeast (orthLevels H u) (hH.eigenvalues b) := by
  -- the orthonormal eigenbasis, written with plain vectors
  let ψ : n → n → ℂ := fun j => (hH.eigenvectorBasis j).ofLp
  have inner_eq (x y : EuclideanSpace ℂ n) : inner ℂ x y = star x.ofLp ⬝ᵥ y.ofLp := by
    rw [EuclideanSpace.inner_eq_star_dotProduct, dotProduct_comm]
  have hψ (j : n) : H *ᵥ ψ j = (hH.eigenvalues j : ℂ) • ψ j :=
    (hH.mulVec_eigenvectorBasis j).trans (by ext i; simp [ψ])
  have orth (i j : n) : star (ψ i) ⬝ᵥ ψ j = if i = j then 1 else 0 := by
    have h := orthonormal_iff_ite.mp hH.eigenvectorBasis.orthonormal i j
    rw [inner_eq] at h
    exact h
  have parseval (x y : n → ℂ) :
      ∑ j, (star x ⬝ᵥ ψ j) * (star (ψ j) ⬝ᵥ y) = star x ⬝ᵥ y := by
    have h := hH.eigenvectorBasis.sum_inner_mul_inner (WithLp.toLp 2 x) (WithLp.toLp 2 y)
    simp only [inner_eq] at h
    exact h
  constructor
  · by_cases hq : star u ⬝ᵥ ψ b = 0
    · refine ⟨ψ b, fun h => ?_, hq, hψ b⟩
      have h1 := orth b b
      simp [h] at h1
    · -- degenerate case: combine two eigenstates into one orthogonal to `u`
      have hE : hH.eigenvalues a = hH.eigenvalues b := by
        by_contra hne
        exact hq (eigen_orthogonal hH hHu (hψ b) hne)
      refine ⟨(star u ⬝ᵥ ψ b) • ψ a - (star u ⬝ᵥ ψ a) • ψ b, fun h => hq ?_, ?_, ?_⟩
      · have h1 := congrArg (fun w => star (ψ a) ⬝ᵥ w) h
        simpa only [dotProduct_sub, dotProduct_smul, orth, if_true, if_neg hab, smul_eq_mul,
          mul_one, mul_zero, sub_zero, dotProduct_zero] using h1
      · rw [dotProduct_sub, dotProduct_smul, dotProduct_smul, smul_eq_mul, smul_eq_mul]
        ring
      · rw [mulVec_sub, mulVec_smul, mulVec_smul, hψ a, hψ b, hE]
        module
  · rintro μ ⟨v, hv, huv, hHv⟩
    by_contra hlt
    have hμ : μ < hH.eigenvalues b := lt_of_not_ge hlt
    -- below level `b`, only the component along `ψ a` survives
    have hz (j : n) (hj : j ≠ a) : star (ψ j) ⬝ᵥ v = 0 :=
      eigen_orthogonal hH (hψ j) hHv (hμ.trans_le (hb j hj)).ne'
    have single (x : n → ℂ) :
        (star x ⬝ᵥ ψ a) * (star (ψ a) ⬝ᵥ v) = star x ⬝ᵥ v := by
      rw [← parseval x v]
      symm
      apply Finset.sum_eq_single a
      · intro j _ hj
        rw [hz j hj, mul_zero]
      · intro h
        exact absurd (Finset.mem_univ a) h
    have hav : star (ψ a) ⬝ᵥ v ≠ 0 := by
      intro h
      have h1 := single v
      rw [h, mul_zero] at h1
      exact hv (dotProduct_star_self_eq_zero.mp h1.symm)
    have hEa : hH.eigenvalues a = μ := by
      by_contra hne
      exact hav (eigen_orthogonal hH (hψ a) hHv hne)
    have hua : star u ⬝ᵥ ψ a = 0 :=
      (mul_eq_zero.mp ((single u).trans huv)).resolve_right hav
    -- then `u` is orthogonal to the whole eigenbasis, against its normalisation
    have h0 : star u ⬝ᵥ u = 0 := by
      rw [← parseval u u]
      apply Finset.sum_eq_zero
      intro j _
      by_cases hj : j = a
      · rw [hj, hua, zero_mul]
      · have hne : hH.eigenvalues a ≠ hH.eigenvalues j := by
          rw [hEa]
          exact (hμ.trans_le (hb j hj)).ne
        rw [eigen_orthogonal hH hHu (hψ j) hne, zero_mul]
    rw [hu] at h0
    exact one_ne_zero h0
```

## The minimum and the threshold for $c$

The main theorem rewrites the penalised spectrum and takes the least element after inserting $E_a+c$. It places no sign condition on $c$. With the indices supplied by `exists_ground_and_excited`, it is the statement about $E_0$ and $E_1$.

```lean
/-- Penalty deflation: if `u` is a unit eigenvector at level `a` and `b` is the lowest of the
other levels, the lowest eigenvalue of `H + c u u*` is the smaller of `E_a + c` and `E_b`. -/
theorem penalty_deflation {H : Matrix n n ℂ} (hH : H.IsHermitian) {a b : n} (hab : a ≠ b)
    (hb : ∀ j, j ≠ a → hH.eigenvalues b ≤ hH.eigenvalues j) {u : n → ℂ}
    (hu : star u ⬝ᵥ u = 1) (hHu : H *ᵥ u = (hH.eigenvalues a : ℂ) • u) (c : ℝ) :
    IsLeast (levels (penalized H u c)) (min (hH.eigenvalues a + c) (hH.eigenvalues b)) := by
  rw [levels_penalized hH hu hHu c]
  exact (isLeast_orthLevels hH hab hb hu hHu).insert _
```

The criterion follows because a set has at most one least element: if $E_b$ is least, it equals the minimum and so cannot exceed $E_a+c$.

```lean
/-- The lowest penalised eigenvalue is `E_b` exactly when the penalty is at least the
gap `E_b - E_a`. -/
theorem excited_level_iff {H : Matrix n n ℂ} (hH : H.IsHermitian) {a b : n} (hab : a ≠ b)
    (hb : ∀ j, j ≠ a → hH.eigenvalues b ≤ hH.eigenvalues j) {u : n → ℂ}
    (hu : star u ⬝ᵥ u = 1) (hHu : H *ᵥ u = (hH.eigenvalues a : ℂ) • u) (c : ℝ) :
    IsLeast (levels (penalized H u c)) (hH.eigenvalues b) ↔
      hH.eigenvalues b - hH.eigenvalues a ≤ c := by
  have h := penalty_deflation hH hab hb hu hHu c
  constructor
  · intro h'
    have h1 := h'.unique h
    have h2 := min_le_left (hH.eigenvalues a + c) (hH.eigenvalues b)
    linarith
  · intro hc
    have h1 : min (hH.eigenvalues a + c) (hH.eigenvalues b) = hH.eigenvalues b :=
      min_eq_right (by linarith)
    rwa [h1] at h

end

end PenaltyDeflation
```

```lean
#print axioms PenaltyDeflation.penalized_eigenvector
-- 'PenaltyDeflation.penalized_eigenvector' depends on axioms: [propext, Classical.choice, Quot.sound]
#print axioms PenaltyDeflation.exists_ground_and_excited
-- 'PenaltyDeflation.exists_ground_and_excited' depends on axioms: [propext, Classical.choice, Quot.sound]
#print axioms PenaltyDeflation.excited_level_iff
-- 'PenaltyDeflation.excited_level_iff' depends on axioms: [propext, Classical.choice, Quot.sound]
```

## Finding an excited state with a ground-state solver

For a finite Hermitian matrix with an exactly known ground state $u$, the result turns the search for $E_1$, counted with multiplicity, into a second ground-state problem, provided $c\ge E_1-E_0$. For normalised $v$, the quantity to minimise is

$$\langle v,Hv\rangle+c\,|\langle u,v\rangle|^2 .$$

An iterative eigensolver does not need the matrix $uu^*$. In NumPy, the penalised product is `H @ v + (c * np.vdot(u, v)) * u`, which costs one inner product and one vector update beyond the product with $H$.

The gap is usually unknown at this stage, but $c$ can be chosen from an upper bound on it. The choice should be strictly larger than the gap: at equality, $u$ and the excited state are degenerate in the penalised problem, and the solver may return any mixture of them. If $c$ is smaller than the gap, the exact minimiser is $u$ again, with energy $E_0+c$. If the solver has reached an exact minimiser $v$, a nonzero overlap $|\langle u,v\rangle|$ shows that $c$ is not strictly larger than the gap. A zero overlap does not exclude equality, but $v$ is then an eigenvector of $H$ at $E_1$ orthogonal to $u$, as wanted. A very large $c$, on the other hand, can slow gradient-based minimisation.

In practice $u$ comes from an earlier, approximate calculation. The theorems assume an exact eigenvector and give no bound on the error that an approximate one introduces.
